# Kennard–Stepanov relation and mean frequencies for a finite thermal band

In a molecular band with finitely many sublevels, let the ground and excited manifolds each be in thermal equilibrium at the same inverse temperature $\beta$, with populations normalised to one in each. Let absorption and emission share the same strengths, and take both spectra in reduced form, with the frequency prefactors of the measured intensities divided out. With $\hbar=1$, reduced emission at every frequency $w$ then equals reduced absorption times $(Z_g/Z_e)\,e^{-\beta(w-E_0)}$. Here $E_0$ is the energy offset of the excited manifold, and $Z_g$ and $Z_e$ are the partition functions of the two manifolds, with excited energies measured from $E_0$. If $\beta>0$ and some strength is nonzero, the mean frequency of the reduced emission is at most that of the reduced absorption, with strict inequality exactly when two allowed transitions have different frequencies.

## From energy conservation to the order of the means

Set $\hbar=1$. The ground sublevels have energies $g_i$, the excited ones $E_0+e_j$, and the transition between them has frequency $\omega_{ij}=E_0+e_j-g_i$ and strength $s_{ij}\ge 0$. With $Z_g=\sum_i e^{-\beta g_i}$ and $Z_e=\sum_j e^{-\beta e_j}$, the populations are
$$p_i=e^{-\beta g_i}/Z_g,\qquad q_j=e^{-\beta e_j}/Z_e .$$
The offset $E_0$ cancels from $q_j$, because each manifold is normalised separately. Absorption and emission at $w$ are
$$A(w)=\sum_{\omega_{ij}=w}p_i s_{ij},\qquad F(w)=\sum_{\omega_{ij}=w}q_j s_{ij}.$$

For a pair with $\omega_{ij}=w$, energy conservation gives $e_j=(w-E_0)+g_i$, so
$$q_j=\frac{e^{-\beta(w-E_0)}e^{-\beta g_i}}{Z_e}=r(w)\,p_i,\qquad r(w)=\frac{Z_g}{Z_e}e^{-\beta(w-E_0)}.$$
The factor $r(w)$ is the same for all pairs at $w$. Multiplying by $s_{ij}$ and summing gives $F(w)=r(w)A(w)$. Where $A(w)>0$, the logarithm of $F(w)/A(w)$ is linear in $w$ with slope $-\beta$.

Now let $w$ and $v$ run over the finite set of line positions, and write $A_{\rm tot}=\sum_w A(w)$ and $F_{\rm tot}=\sum_w F(w)$. Both are positive once some $s_{ij}\neq0$, since all populations are positive. The difference of the means is
$$\frac{\sum_w wA(w)}{A_{\rm tot}}-\frac{\sum_w wF(w)}{F_{\rm tot}}
=\frac{\sum_{w,v}A(w)A(v)\,w\,(r(v)-r(w))}{A_{\rm tot}F_{\rm tot}} .$$
Exchanging the names $w$ and $v$ and averaging the two expressions turns the right-hand side into
$$\frac{\sum_{w,v}A(w)A(v)\,(w-v)(r(v)-r(w))}{2A_{\rm tot}F_{\rm tot}} .$$
For $\beta>0$ the function $r$ decreases strictly, so $(w-v)(r(v)-r(w))>0$ whenever $w\ne v$. No term is negative, and a term is positive exactly when $w$ and $v$ are distinct lines that both absorb.

## The band and its spectra in Lean

```lean
import Mathlib

namespace MolecularBandIntensities

noncomputable section
```

The structure `Band` holds the energies and strengths. Degenerate sublevels are entered as repeated values.

```lean
/-- A molecular band: ground sublevels `g i`, excited sublevels `E0 + e j`, and nonnegative
reduced transition strengths `s i j`. -/
structure Band (ι κ : Type*) where
  E0 : ℝ
  g : ι → ℝ
  e : κ → ℝ
  s : ι → κ → ℝ
  s_nonneg : ∀ i j, 0 ≤ s i j

/-- The transition frequency between ground sublevel `i` and excited sublevel `j` (`ħ = 1`). -/
def Band.freq {ι κ : Type*} (B : Band ι κ) (i : ι) (j : κ) : ℝ := B.E0 + B.e j - B.g i
```

The definitions `partition` and `population` serve both manifolds. For the excited one they are applied to `B.e`, without the offset `E0`. The third definition, `meanFreq`, takes a set of line positions and a spectrum.

```lean
/-- The partition function of a finite manifold of levels. -/
def partition {α : Type*} [Fintype α] (β : ℝ) (E : α → ℝ) : ℝ := ∑ a, Real.exp (-β * E a)

/-- The Boltzmann population of level `a` in its manifold. -/
def population {α : Type*} [Fintype α] (β : ℝ) (E : α → ℝ) (a : α) : ℝ :=
  Real.exp (-β * E a) / partition β E

/-- The mean frequency of a spectrum `I` with lines at the positions `S`. -/
def meanFreq (S : Finset ℝ) (I : ℝ → ℝ) : ℝ := (∑ w ∈ S, w * I w) / ∑ w ∈ S, I w
```

A nonempty manifold has a positive partition function and positive populations. The argument `a` supplies the level that makes it nonempty.

```lean
/-- The partition function of a manifold that has a level is positive. -/
theorem partition_pos {α : Type*} [Fintype α] (β : ℝ) (E : α → ℝ) (a : α) :
    0 < partition β E :=
  Finset.sum_pos (fun _ _ => Real.exp_pos _) ⟨a, Finset.mem_univ a⟩

/-- Every level has a positive Boltzmann population. -/
theorem population_pos {α : Type*} [Fintype α] (β : ℝ) (E : α → ℝ) (a : α) :
    0 < population β E a :=
  div_pos (Real.exp_pos _) (partition_pos β E a)
```

The spectra are sums over all pairs, with an `if` that keeps those at frequency `w`. This is a stick spectrum without broadening. The single array `s` in both definitions stands for the equality of upward and downward squared transition moments, and the single `β` for an excited state that thermalises before it emits. Both are assumptions of the model.

```lean
variable {ι κ : Type*} [Fintype ι] [Fintype κ]

/-- Absorption at frequency `w`, from the thermally populated ground manifold. -/
def Band.absorption (B : Band ι κ) (β w : ℝ) : ℝ :=
  ∑ i, ∑ j, if B.freq i j = w then population β B.g i * B.s i j else 0

/-- Emission at frequency `w`, from the thermally populated excited manifold. -/
def Band.emission (B : Band ι κ) (β w : ℝ) : ℝ :=
  ∑ i, ∑ j, if B.freq i j = w then population β B.e j * B.s i j else 0
```

The strengths are reduced: the powers of frequency that multiply measured absorption and emission have been divided out. The means therefore belong to reduced spectra, and raw spectra would carry different weights.

`Band.lines` lists each transition frequency once. A position that belongs only to forbidden transitions has zero intensity and doesn't affect the means.

```lean
/-- The finite set of transition frequencies of the band. -/
def Band.lines (B : Band ι κ) : Finset ℝ :=
  Finset.univ.image fun p : ι × κ => B.freq p.1 p.2

/-- The Kennard-Stepanov factor `(Zg / Ze) exp (-β (w - E0))`. -/
def Band.ksFactor (B : Band ι κ) (β w : ℝ) : ℝ :=
  partition β B.g / partition β B.e * Real.exp (-β * (w - B.E0))
```

## The relation at each frequency

Absorption is nonnegative, and it is positive exactly where an allowed transition lies. The second fact later converts statements about lines into statements about strengths.

```lean
/-- Absorption is nowhere negative. -/
theorem absorption_nonneg (B : Band ι κ) (β w : ℝ) : 0 ≤ B.absorption β w := by
  unfold Band.absorption
  refine Finset.sum_nonneg fun i _ => Finset.sum_nonneg fun j _ => ?_
  split_ifs
  · exact mul_nonneg (population_pos β B.g i).le (B.s_nonneg i j)
  · exact le_rfl

/-- The band absorbs at `w` exactly when a transition of nonzero strength has frequency `w`. -/
theorem absorption_pos_iff (B : Band ι κ) (β w : ℝ) :
    0 < B.absorption β w ↔ ∃ i j, B.freq i j = w ∧ B.s i j ≠ 0 := by
  constructor
  · intro h
    by_contra hn
    push Not at hn
    apply h.ne'
    unfold Band.absorption
    refine Finset.sum_eq_zero fun i _ => Finset.sum_eq_zero fun j _ => ?_
    split_ifs with hw
    · rw [hn i j hw, mul_zero]
    · rfl
  · rintro ⟨i, j, hw, hs⟩
    have hterm : ∀ i j, 0 ≤ if B.freq i j = w then population β B.g i * B.s i j else 0 := by
      intro i j
      split_ifs
      · exact mul_nonneg (population_pos β B.g i).le (B.s_nonneg i j)
      · exact le_rfl
    unfold Band.absorption
    refine Finset.sum_pos' (fun i _ => Finset.sum_nonneg fun j _ => hterm i j)
      ⟨i, Finset.mem_univ i, Finset.sum_pos' (fun j _ => hterm i j) ⟨j, Finset.mem_univ j, ?_⟩⟩
    rw [if_pos hw]
    exact mul_pos (population_pos β B.g i) (lt_of_le_of_ne (B.s_nonneg i j) hs.symm)
```

The Kennard–Stepanov relation holds here for every real `β` and `w`. The proof moves the prefactor inside the double sum and compares terms. In the branch where the frequency matches, `hexp` is the splitting of the excited Boltzmann factor derived above, and `field_simp` clears the partition functions.

```lean
/-- **Kennard-Stepanov relation**: at each frequency, emission is absorption times
`(Zg / Ze) exp (-β (w - E0))`. -/
theorem kennard_stepanov (B : Band ι κ) (β w : ℝ) :
    B.emission β w = partition β B.g / partition β B.e * Real.exp (-β * (w - B.E0))
      * B.absorption β w := by
  unfold Band.emission Band.absorption
  simp only [Finset.mul_sum]
  refine Finset.sum_congr rfl fun i _ => Finset.sum_congr rfl fun j _ => ?_
  have hg := (partition_pos β B.g i).ne'
  have he := (partition_pos β B.e j).ne'
  split_ifs with h
  · -- energy conservation links the two Boltzmann factors
    have hexp : Real.exp (-β * B.e j)
        = Real.exp (-β * (w - B.E0)) * Real.exp (-β * B.g i) := by
      rw [← Real.exp_add, ← h]
      congr 1
      unfold Band.freq
      ring
    unfold population
    rw [hexp]
    field_simp
  · simp
```

For the logarithmic form, positive absorption guarantees a level in each manifold, so the ratio of partition functions is positive and the logarithm of the product splits.

```lean
/-- Where the band absorbs, the logarithm of the emission to absorption ratio is linear in
frequency with slope `-β`. -/
theorem kennard_stepanov_log (B : Band ι κ) (β w : ℝ) (h : 0 < B.absorption β w) :
    Real.log (B.emission β w / B.absorption β w)
      = Real.log (partition β B.g / partition β B.e) - β * (w - B.E0) := by
  obtain ⟨i, j, -, -⟩ := (absorption_pos_iff B β w).mp h
  have hc := div_pos (partition_pos β B.g i) (partition_pos β B.e j)
  rw [kennard_stepanov, mul_div_cancel_right₀ _ h.ne',
    Real.log_mul hc.ne' (Real.exp_pos _).ne', Real.log_exp]
  ring
```

## The order of the means

The strict decrease of $r$ is stated as the positivity of the product that appears in the double sum. The arguments `i` and `j` supply a level in each manifold, so that both partition functions are positive.

```lean
/-- At positive temperature the Kennard-Stepanov factor is smaller at the higher of two
distinct frequencies. -/
theorem ksFactor_anti (B : Band ι κ) {β : ℝ} (hβ : 0 < β) (i : ι) (j : κ) {w v : ℝ}
    (h : w ≠ v) : 0 < (w - v) * (B.ksFactor β v - B.ksFactor β w) := by
  have hc := div_pos (partition_pos β B.g i) (partition_pos β B.e j)
  have mono : ∀ x y, x < y → B.ksFactor β y < B.ksFactor β x := fun x y hxy =>
    mul_lt_mul_of_pos_left
      (Real.exp_lt_exp.mpr (by nlinarith [mul_pos hβ (sub_pos.mpr hxy)])) hc
  rcases lt_or_gt_of_ne h with h | h
  · exact mul_pos_of_neg_of_neg (by linarith) (by linarith [mono _ _ h])
  · exact mul_pos (by linarith) (by linarith [mono _ _ h])
```

The identity for the gap needs no sign condition on `β`. Its proof turns on factoring a double sum into products of single sums. The `calc` block first expands the summand into four terms such as `(w * B.absorption β w) * B.emission β v`, with everything that depends on `w` in one factor and everything that depends on `v` in the other. Read from right to left, `Finset.mul_sum` pulls the `w` factor out of the inner sum, and `Finset.sum_mul` then pulls the completed `v` sum out of the outer one. The grouping matters: with `w * (B.absorption β w * B.emission β v)`, the second rewrite would find no factor free of `w` on the right.

```lean
/-- For a band with an allowed transition both integrated intensities are positive, and the
difference of the mean frequencies is a double sum over pairs of lines. -/
theorem mean_gap (B : Band ι κ) (β : ℝ) (hs : ∃ i j, B.s i j ≠ 0) :
    0 < ∑ w ∈ B.lines, B.absorption β w ∧ 0 < ∑ w ∈ B.lines, B.emission β w ∧
    meanFreq B.lines (B.absorption β) - meanFreq B.lines (B.emission β)
      = (∑ w ∈ B.lines, ∑ v ∈ B.lines, B.absorption β w * B.absorption β v
          * ((w - v) * (B.ksFactor β v - B.ksFactor β w)))
        / (2 * (∑ w ∈ B.lines, B.absorption β w) * ∑ w ∈ B.lines, B.emission β w) := by
  obtain ⟨i, j, hij⟩ := hs
  have hE : ∀ w, B.emission β w = B.ksFactor β w * B.absorption β w := kennard_stepanov B β
  have hr : ∀ w, 0 < B.ksFactor β w := fun w =>
    mul_pos (div_pos (partition_pos β B.g i) (partition_pos β B.e j)) (Real.exp_pos _)
  have hmem : B.freq i j ∈ B.lines := Finset.mem_image.mpr ⟨(i, j), Finset.mem_univ _, rfl⟩
  have hp := (absorption_pos_iff B β (B.freq i j)).mpr ⟨i, j, rfl, hij⟩
  have hA : 0 < ∑ w ∈ B.lines, B.absorption β w :=
    Finset.sum_pos' (fun w _ => absorption_nonneg B β w) ⟨_, hmem, hp⟩
  have hF : 0 < ∑ w ∈ B.lines, B.emission β w := by
    refine Finset.sum_pos' (fun w _ => ?_) ⟨_, hmem, ?_⟩
    · rw [hE]
      exact mul_nonneg (hr w).le (absorption_nonneg B β w)
    · rw [hE]
      exact mul_pos (hr _) hp
  refine ⟨hA, hF, ?_⟩
  -- expand the double sum into products of moments
  have hD : (∑ w ∈ B.lines, ∑ v ∈ B.lines, B.absorption β w * B.absorption β v
          * ((w - v) * (B.ksFactor β v - B.ksFactor β w)))
      = 2 * ((∑ w ∈ B.lines, w * B.absorption β w) * (∑ w ∈ B.lines, B.emission β w)
        - (∑ w ∈ B.lines, w * B.emission β w) * ∑ w ∈ B.lines, B.absorption β w) := by
    calc _ = ∑ w ∈ B.lines, ∑ v ∈ B.lines,
          ((w * B.absorption β w) * B.emission β v - (w * B.emission β w) * B.absorption β v
          - B.absorption β w * (v * B.emission β v)
          + B.emission β w * (v * B.absorption β v)) := by
          refine Finset.sum_congr rfl fun w _ => Finset.sum_congr rfl fun v _ => ?_
          rw [hE w, hE v]
          ring
      _ = _ := by
          simp only [Finset.sum_add_distrib, Finset.sum_sub_distrib, ← Finset.mul_sum,
            ← Finset.sum_mul]
          ring
  have key : ∀ x y p q : ℝ, p ≠ 0 → q ≠ 0 →
      x / p - y / q = 2 * (x * q - y * p) / (2 * p * q) := by
    intro x y p q hp hq
    rw [div_sub_div _ _ hp hq, div_eq_div_iff (mul_ne_zero hp hq)
      (mul_ne_zero (mul_ne_zero two_ne_zero hp) hq)]
    ring
  rw [hD]
  exact key _ _ _ _ hA.ne' hF.ne'
```

With the gap in this form, the inequality follows term by term: diagonal terms vanish and the others are nonnegative.

```lean
/-- For a band with an allowed transition at positive temperature, both integrated intensities
are positive and the mean emission frequency is at most the mean absorption frequency. -/
theorem mean_emission_le_mean_absorption (B : Band ι κ) {β : ℝ} (hβ : 0 < β)
    (hs : ∃ i j, B.s i j ≠ 0) :
    0 < ∑ w ∈ B.lines, B.absorption β w ∧ 0 < ∑ w ∈ B.lines, B.emission β w ∧
    meanFreq B.lines (B.emission β) ≤ meanFreq B.lines (B.absorption β) := by
  obtain ⟨hA, hF, hgap⟩ := mean_gap B β hs
  obtain ⟨i, j, -⟩ := hs
  refine ⟨hA, hF, sub_nonneg.mp ?_⟩
  rw [hgap]
  refine div_nonneg (Finset.sum_nonneg fun w _ => Finset.sum_nonneg fun v _ => ?_)
    (mul_pos (mul_pos two_pos hA) hF).le
  rcases eq_or_ne w v with rfl | h
  · simp
  · exact mul_nonneg (mul_nonneg (absorption_nonneg B β w) (absorption_nonneg B β v))
      (ksFactor_anti B hβ i j h).le
```

For strictness, two allowed transitions at different frequencies provide a positive term. Conversely, if all allowed transitions share one frequency, every term contains a zero absorption or has $w=v$. The theorem does not assume a nonzero strength; in a dark band Lean evaluates both means as $0/0=0$, and both sides of the equivalence are false.

```lean
/-- At positive temperature the mean emission frequency lies strictly below the mean absorption
frequency exactly when two allowed transitions have different frequencies. -/
theorem mean_emission_lt_iff (B : Band ι κ) {β : ℝ} (hβ : 0 < β) :
    meanFreq B.lines (B.emission β) < meanFreq B.lines (B.absorption β) ↔
      ∃ i j i' j', B.s i j ≠ 0 ∧ B.s i' j' ≠ 0 ∧ B.freq i j ≠ B.freq i' j' := by
  constructor
  · intro h
    by_contra hn
    push Not at hn
    by_cases hs : ∃ i j, B.s i j ≠ 0
    · -- a single absorbing line leaves no contribution to the gap
      obtain ⟨-, -, hgap⟩ := mean_gap B β hs
      rw [Finset.sum_eq_zero, zero_div] at hgap
      · linarith
      · refine fun w _ => Finset.sum_eq_zero fun v _ => ?_
        rcases (absorption_nonneg B β w).eq_or_lt with hw | hw
        · rw [← hw, zero_mul, zero_mul]
        rcases (absorption_nonneg B β v).eq_or_lt with hv | hv
        · rw [← hv, mul_zero, zero_mul]
        obtain ⟨i, j, h1, h2⟩ := (absorption_pos_iff B β w).mp hw
        obtain ⟨i', j', h3, h4⟩ := (absorption_pos_iff B β v).mp hv
        have hwv : w = v := by rw [← h1, ← h3]; exact hn i j i' j' h2 h4
        rw [hwv, sub_self, zero_mul, mul_zero]
    · have hA : ∀ w, B.absorption β w = 0 := by
        intro w
        rcases (absorption_nonneg B β w).eq_or_lt with hw | hw
        · exact hw.symm
        · obtain ⟨i, j, -, h2⟩ := (absorption_pos_iff B β w).mp hw
          exact absurd ⟨i, j, h2⟩ hs
      simp [meanFreq, kennard_stepanov, hA] at h
  · rintro ⟨i, j, i', j', h1, h2, hne⟩
    obtain ⟨hA, hF, hgap⟩ := mean_gap B β ⟨i, j, h1⟩
    have hnn : ∀ w v, 0 ≤ B.absorption β w * B.absorption β v
        * ((w - v) * (B.ksFactor β v - B.ksFactor β w)) := by
      intro w v
      rcases eq_or_ne w v with rfl | h
      · simp
      · exact mul_nonneg (mul_nonneg (absorption_nonneg B β w) (absorption_nonneg B β v))
          (ksFactor_anti B hβ i j h).le
    have hmem : ∀ i j, B.freq i j ∈ B.lines := fun i j =>
      Finset.mem_image.mpr ⟨(i, j), Finset.mem_univ _, rfl⟩
    apply sub_pos.mp
    rw [hgap]
    -- the two distinct allowed lines give a positive term
    exact div_pos (Finset.sum_pos' (fun w _ => Finset.sum_nonneg fun v _ => hnn w v)
      ⟨_, hmem i j, Finset.sum_pos' (fun v _ => hnn _ v) ⟨_, hmem i' j',
        mul_pos (mul_pos ((absorption_pos_iff B β _).mpr ⟨i, j, rfl, h1⟩)
          ((absorption_pos_iff B β _).mpr ⟨i', j', rfl, h2⟩)) (ksFactor_anti B hβ i j hne)⟩⟩)
      (mul_pos (mul_pos two_pos hA) hF)

end

end MolecularBandIntensities
```

```lean
#print axioms MolecularBandIntensities.kennard_stepanov
#print axioms MolecularBandIntensities.kennard_stepanov_log
#print axioms MolecularBandIntensities.mean_emission_le_mean_absorption
#print axioms MolecularBandIntensities.mean_emission_lt_iff
```

```
'MolecularBandIntensities.kennard_stepanov' depends on axioms: [propext, Classical.choice, Quot.sound]
'MolecularBandIntensities.kennard_stepanov_log' depends on axioms: [propext, Classical.choice, Quot.sound]
'MolecularBandIntensities.mean_emission_le_mean_absorption' depends on axioms: [propext, Classical.choice, Quot.sound]
'MolecularBandIntensities.mean_emission_lt_iff' depends on axioms: [propext, Classical.choice, Quot.sound]
```

## Use in a stick-spectrum calculation

In this model, a program can compute the reduced absorption from finite level lists by looping over pairs $(i,j)$ and adding $p_i s_{ij}$ at $\omega_{ij}$. The emission stick can be obtained in the same loop by multiplying by $r(\omega_{ij})$. If emission is computed separately, plotting $\ln(F/A)$ against frequency tests the code: for this thermalised model with shared strengths, the points should lie on a line of slope $-\beta$ up to rounding. Truncating the level lists does not spoil the test, provided both spectra use the same lists. Collecting sticks into bins of finite width can introduce a deviation, because for $\beta\neq0$ the factor $r$ varies across a bin.
